# The Callan–Gross relation holds for a massless spin-half parton at tree level and fails for a scalar one

A virtual photon with \(q=(0,0,0,-1)\) strikes a massless target of momentum \(P=(1,0,0,1)\) and turns one of its partons around, from \(p=(\tfrac12,0,0,\tfrac12)\) to \(p'=(\tfrac12,0,0,-\tfrac12)\). With the metric \(g=\mathrm{diag}(1,-1,-1,-1)\), the tensor \(pp'+p'p-g\,p\cdot p'\) of a spin-half parton is then \(\mathrm{diag}(0,\tfrac12,\tfrac12,0)\), which lies across the photon's momentum, while the tensor \((p+p')(p+p')\) of a scalar parton is \(\mathrm{diag}(1,0,0,0)\), a pure time component.

In Lean 4 with Mathlib:

```lean
import Mathlib

noncomputable section

namespace CallanGross

/-- Real four-vectors, with upper index. -/
abbrev Vec := Fin 4 → ℝ

/-- Real tensors with two upper Lorentz indices. -/
abbrev Tensor := Fin 4 → Fin 4 → ℝ

/-- The diagonal entries (+,-,-,-) of the Minkowski metric. -/
def sgn : Fin 4 → ℝ := ![1, -1, -1, -1]

/-- The Minkowski metric tensor. -/
def metric : Tensor := fun μ ν => if μ = ν then sgn μ else 0

/-- The Minkowski product of two four-vectors. -/
def mdot (a b : Vec) : ℝ := ∑ μ, sgn μ * a μ * b μ

/-- The trace of a tensor, taken with the Minkowski metric. -/
def trace (W : Tensor) : ℝ := ∑ μ, sgn μ * W μ μ

/-- The contraction of both indices of a tensor with the four-vector `a`. -/
def contract (W : Tensor) (a : Vec) : ℝ :=
  ∑ μ, ∑ ν, (sgn μ * a μ) * (sgn ν * a ν) * W μ ν

/-- The virtuality `Q² = -q²` of the exchanged photon. -/
def Q2 (q : Vec) : ℝ := -mdot q q

/-- The Bjorken variable `x = Q²/(2 P·q)`, for `P·q ≠ 0`. -/
def bjorkenX (P q : Vec) : ℝ := Q2 q / (2 * mdot P q)

/-- The vector `R = P - q (P·q)/q²`, for `q² ≠ 0`. -/
def transverse (P q : Vec) : Vec := P - (mdot P q / mdot q q) • q

/-- The hadronic tensor `F₁(-g + qq/q²) + F₂ RR/(P·q)`, for `q² ≠ 0` and `P·q ≠ 0`. -/
def hadronic (P q : Vec) (F₁ F₂ : ℝ) : Tensor := fun μ ν =>
  F₁ * (-metric μ ν + q μ * q ν / mdot q q)
    + F₂ * (transverse P q μ * transverse P q ν / mdot P q)

/-- The tensor `pp' + p'p - g p·p'` of a massless spin-half parton. -/
def quarkTensor (p p' : Vec) : Tensor := fun μ ν =>
  p μ * p' ν + p' μ * p ν - metric μ ν * mdot p p'

/-- The tensor `(p+p')(p+p')` of a scalar parton. -/
def scalarTensor (p p' : Vec) : Tensor := fun μ ν => (p μ + p' μ) * (p ν + p' ν)

/-- The Minkowski product of two combinations of the same two four-vectors. -/
theorem mdot_comb (u v : Vec) (a b c d : ℝ) :
    mdot (a • u + b • v) (c • u + d • v)
      = a * c * mdot u u + (a * d + b * c) * mdot u v + b * d * mdot v v := by
  simp only [mdot, Fin.sum_univ_four, Pi.add_apply, Pi.smul_apply, smul_eq_mul]
  ring

/-- The trace and the double contraction with `a` of the tensor `A g + B uu + C vv`. -/
theorem contractions (A B C : ℝ) (u v a : Vec) :
    trace (fun μ ν => A * metric μ ν + B * (u μ * u ν) + C * (v μ * v ν))
      = 4 * A + B * mdot u u + C * mdot v v ∧
    contract (fun μ ν => A * metric μ ν + B * (u μ * u ν) + C * (v μ * v ν)) a
      = A * mdot a a + B * mdot a u ^ 2 + C * mdot a v ^ 2 := by
  constructor
  · simp [trace, metric, mdot, sgn, Fin.sum_univ_four]
    ring
  · simp [contract, metric, mdot, sgn, Fin.sum_univ_four]
    ring

/-- For `P² = 0` and `P·q > 0`, a parton of momentum `ξP` that absorbs `q` has
`(ξP + q)² = 0` exactly when `ξ` is the Bjorken variable. -/
theorem struck_parton_massless_iff {P q : Vec} (hP : mdot P P = 0)
    (hPq : 0 < mdot P q) (ξ : ℝ) :
    mdot (ξ • P + q) (ξ • P + q) = 0 ↔ ξ = bjorkenX P q := by
  have h := mdot_comb P q ξ 1 ξ 1
  simp only [one_smul] at h
  rw [h, hP, bjorkenX, eq_div_iff (mul_ne_zero two_ne_zero hPq.ne'), Q2]
  constructor <;> intro h' <;> linarith

/-- For `P² = 0`, `Q² > 0` and `P·q > 0`, the trace of the hadronic tensor and its double
contraction with `P` determine `F₁` and `F₂ - 2xF₁`; the latter needs only the contraction. -/
theorem structure_function_projections {P q : Vec} (hP : mdot P P = 0)
    (hq : 0 < Q2 q) (hPq : 0 < mdot P q) {W : Tensor} {F₁ F₂ : ℝ}
    (hW : W = hadronic P q F₁ F₂) :
    F₁ = (Q2 q / mdot P q ^ 2 * contract W P - trace W) / 2 ∧
    F₂ - 2 * bjorkenX P q * F₁
      = 2 * bjorkenX P q * (Q2 q / mdot P q ^ 2) * contract W P := by
  have hk : mdot q q ≠ 0 := fun h => by simp [Q2, h] at hq
  have hc : mdot P q ≠ 0 := hPq.ne'
  have hform : W = fun μ ν => (-F₁) * metric μ ν + (F₁ / mdot q q) * (q μ * q ν)
      + (F₂ / mdot P q) * (transverse P q μ * transverse P q ν) := by
    rw [hW]
    funext μ ν
    unfold hadronic
    ring
  have hR : transverse P q = (1 : ℝ) • P + (-(mdot P q / mdot q q)) • q := by
    unfold transverse
    module
  -- R² and P·R coincide because R is orthogonal to q
  have hRR : mdot (transverse P q) (transverse P q) = -(mdot P q ^ 2 / mdot q q) := by
    rw [hR, mdot_comb, hP]
    field_simp
    ring
  have hPR : mdot P (transverse P q) = -(mdot P q ^ 2 / mdot q q) := by
    have h := mdot_comb P q 1 0 1 (-(mdot P q / mdot q q))
    simp only [one_smul, zero_smul, add_zero] at h
    rw [hR, one_smul, h, hP]
    field_simp
    ring
  have hT := (contractions (-F₁) (F₁ / mdot q q) (F₂ / mdot P q) q (transverse P q) P).1
  have hC := (contractions (-F₁) (F₁ / mdot q q) (F₂ / mdot P q) q (transverse P q) P).2
  rw [← hform, hRR] at hT
  rw [← hform, hPR, hP] at hC
  rw [hT, hC]
  simp only [bjorkenX, Q2]
  constructor <;> field_simp <;> ring

/-- For `P² = 0`, `Q² > 0` and `P·q > 0`, a hadronic tensor has only one pair of
structure functions. -/
theorem structure_functions_unique {P q : Vec} (hP : mdot P P = 0)
    (hq : 0 < Q2 q) (hPq : 0 < mdot P q) {F₁ F₂ G₁ G₂ : ℝ}
    (h : hadronic P q F₁ F₂ = hadronic P q G₁ G₂) : F₁ = G₁ ∧ F₂ = G₂ := by
  have hF := structure_function_projections hP hq hPq (W := hadronic P q F₁ F₂) rfl
  have hG := structure_function_projections hP hq hPq h
  have e : F₁ = G₁ := hF.1.trans hG.1.symm
  have e' := hF.2.trans hG.2.symm
  rw [e] at e'
  exact ⟨e, by linarith⟩

/-- For `P² = 0`, `Q² > 0`, `P·q > 0` and `p = xP`, `p' = p + q`, the spin-half tensor with
weight `a` plus the scalar tensor with weight `b` has exactly the structure functions
`F₁ = aQ²/2` and `F₂ = (a + 2b)xQ²`. -/
theorem mixture_structure_functions {P q : Vec} (hP : mdot P P = 0)
    (hq : 0 < Q2 q) (hPq : 0 < mdot P q) (a b F₁ F₂ : ℝ) :
    a • quarkTensor (bjorkenX P q • P) (bjorkenX P q • P + q)
      + b • scalarTensor (bjorkenX P q • P) (bjorkenX P q • P + q) = hadronic P q F₁ F₂
    ↔ F₁ = a * Q2 q / 2 ∧ F₂ = (a + 2 * b) * bjorkenX P q * Q2 q := by
  have hk : mdot q q ≠ 0 := fun h => by simp [Q2, h] at hq
  have hc : mdot P q ≠ 0 := hPq.ne'
  -- p·p' = x P·q = Q²/2
  have hd : mdot (bjorkenX P q • P) (bjorkenX P q • P + q) = Q2 q / 2 := by
    have h := mdot_comb P q (bjorkenX P q) 0 (bjorkenX P q) 1
    simp only [one_smul, zero_smul, add_zero] at h
    rw [h, hP, bjorkenX]
    field_simp
    ring
  -- the explicit decomposition, which rests on xR = p + q/2
  have key : a • quarkTensor (bjorkenX P q • P) (bjorkenX P q • P + q)
      + b • scalarTensor (bjorkenX P q • P) (bjorkenX P q • P + q)
      = hadronic P q (a * Q2 q / 2) ((a + 2 * b) * bjorkenX P q * Q2 q) := by
    funext μ ν
    simp only [Pi.add_apply, Pi.smul_apply, smul_eq_mul, quarkTensor, scalarTensor]
    rw [hd]
    simp only [hadronic, transverse, Pi.sub_apply, Pi.smul_apply, smul_eq_mul, bjorkenX, Q2]
    field_simp
    ring
  rw [key]
  constructor
  · intro h
    exact structure_functions_unique hP hq hPq h.symm
  · rintro ⟨rfl, rfl⟩
    rfl

/-- Callan-Gross relation: for `P² = 0`, `Q² > 0`, `P·q > 0` and `p = xP`, `p' = p + q`, the
spin-half tensor has exactly the structure functions `F₁ = Q²/2`, `F₂ = 2xF₁`, and the scalar
tensor exactly `F₁ = 0`, `F₂ = 2xQ²`. -/
theorem callan_gross {P q : Vec} (hP : mdot P P = 0)
    (hq : 0 < Q2 q) (hPq : 0 < mdot P q) (F₁ F₂ : ℝ) :
    (quarkTensor (bjorkenX P q • P) (bjorkenX P q • P + q) = hadronic P q F₁ F₂
      ↔ F₁ = Q2 q / 2 ∧ F₂ = 2 * bjorkenX P q * F₁) ∧
    (scalarTensor (bjorkenX P q • P) (bjorkenX P q • P + q) = hadronic P q F₁ F₂
      ↔ F₁ = 0 ∧ F₂ = 2 * bjorkenX P q * Q2 q) := by
  have h₁ := mixture_structure_functions hP hq hPq 1 0 F₁ F₂
  have h₂ := mixture_structure_functions hP hq hPq 0 1 F₁ F₂
  simp only [one_smul, zero_smul, add_zero, zero_add, mul_zero, one_mul, mul_one,
    zero_mul, zero_div] at h₁ h₂
  refine ⟨h₁.trans (and_congr_right fun h => ?_), h₂⟩
  rw [h, show 2 * bjorkenX P q * (Q2 q / 2) = bjorkenX P q * Q2 q by ring]

/-- For `P² = 0`, `Q² > 0`, `P·q > 0` and `p = xP`, `p' = p + q`, the structure functions of a
combination of spin-half and scalar tensors obey `F₂ = 2xF₁` exactly when the scalar weight
`b` vanishes. -/
theorem callan_gross_iff_no_scalar {P q : Vec} (hP : mdot P P = 0)
    (hq : 0 < Q2 q) (hPq : 0 < mdot P q) {a b F₁ F₂ : ℝ}
    (h : a • quarkTensor (bjorkenX P q • P) (bjorkenX P q • P + q)
      + b • scalarTensor (bjorkenX P q • P) (bjorkenX P q • P + q) = hadronic P q F₁ F₂) :
    F₂ = 2 * bjorkenX P q * F₁ ↔ b = 0 := by
  obtain ⟨h₁, h₂⟩ := (mixture_structure_functions hP hq hPq a b F₁ F₂).1 h
  have hx : 0 < bjorkenX P q := div_pos hq (mul_pos two_pos hPq)
  rw [h₁, h₂]
  constructor
  · intro e
    have hb : b * (bjorkenX P q * Q2 q) = 0 := by linear_combination e / 2
    exact (mul_eq_zero.1 hb).resolve_right (mul_pos hx hq).ne'
  · rintro rfl
    ring

/-- The vectors `P = (1,0,0,1)` and `q = (0,0,0,-1)` satisfy `P² = 0`, `Q² > 0` and
`P·q > 0`. -/
theorem kinematics_witness :
    mdot ![1, 0, 0, 1] ![1, 0, 0, 1] = 0 ∧ 0 < Q2 ![0, 0, 0, -1] ∧
      0 < mdot ![1, 0, 0, 1] ![0, 0, 0, -1] := by
  simp [mdot, Q2, sgn, Fin.sum_univ_four]

end CallanGross
```

```lean
#print axioms CallanGross.struck_parton_massless_iff
-- 'CallanGross.struck_parton_massless_iff' depends on axioms: [propext, Classical.choice, Quot.sound]
#print axioms CallanGross.callan_gross
-- 'CallanGross.callan_gross' depends on axioms: [propext, Classical.choice, Quot.sound]
#print axioms CallanGross.callan_gross_iff_no_scalar
-- 'CallanGross.callan_gross_iff_no_scalar' depends on axioms: [propext, Classical.choice, Quot.sound]
```

## Two structure functions for an unpolarised target

In deep inelastic scattering a lepton exchanges a photon of momentum \(q\) with a hadron of momentum \(P\), and the hadron's response is summed over final states. For an unpolarised target with a conserved, parity-conserving current, that response is written as

\[
W^{\mu\nu}=F_1\Big(-g^{\mu\nu}+\frac{q^\mu q^\nu}{q^2}\Big)+F_2\,\frac{R^\mu R^\nu}{P\cdot q},\qquad R=P-\frac{P\cdot q}{q^2}\,q .
\]

Put \(Q^2=-q^2>0\), \(P\cdot q>0\) and \(x=Q^2/(2P\cdot q)\), and neglect the target mass, so that \(P^2=0\). In the example \(x=\tfrac12\) and \(R=(1,0,0,0)\), so \(W=\mathrm{diag}(F_2-F_1,F_1,F_1,0)\). The spin-half parton therefore has \(F_1=F_2=\tfrac12\), and the scalar one has \(F_1=0\), \(F_2=1\).

For general momenta, let the parton carry \(\xi P\) before the collision. Since

\[
(\xi P+q)^2=2\xi P\cdot q-Q^2 ,
\]

it stays massless exactly when \(\xi=x\). Hence \(p=xP\) and \(p'=p+q\).

## Both parton tensors in terms of R and q

Because \((P\cdot q)/q^2=-1/(2x)\), we have \(R=P+q/(2x)\), and so

\[
p=xR-\tfrac12 q,\qquad p'=xR+\tfrac12 q,\qquad p\cdot p'=xP\cdot q=\tfrac12Q^2 .
\]

The mixed terms cancel in the symmetric product, which leaves \(pp'+p'p=2x^2RR-\tfrac12qq\). With \(2x^2P\cdot q=xQ^2\) this gives

\[
pp'+p'p-g\,p\cdot p'=\frac{Q^2}{2}\Big(-g+\frac{qq}{q^2}\Big)+xQ^2\,\frac{RR}{P\cdot q}.
\]

Thus \(F_1=Q^2/2\) and \(F_2=xQ^2=2xF_1\), which is the Callan–Gross relation. For the scalar parton \(p+p'=2xR\), so

\[
(p+p')(p+p')=4x^2RR=2xQ^2\,\frac{RR}{P\cdot q},
\]

with \(F_1=0\) and \(F_2=2xQ^2\).

These values are the only ones possible. From \(R\cdot q=0\) and \(P^2=0\) follows \(R^2=P\cdot R=(P\cdot q)^2/Q^2\). The trace \(T=g_{\mu\nu}W^{\mu\nu}\) and the scaled contraction \(C=\frac{Q^2}{(P\cdot q)^2}P_\mu P_\nu W^{\mu\nu}\) are therefore

\[
T=-3F_1+\frac{F_2}{2x},\qquad C=-F_1+\frac{F_2}{2x},
\]

and hence

\[
F_1=\tfrac12(C-T),\qquad F_2-2xF_1=2xC .
\]

A sum with real weights \(a\) for spin half and \(b\) for the scalar has \(F_1=aQ^2/2\) and \(F_2=(a+2b)xQ^2\). Then \(F_2-2xF_1=2bxQ^2\), which vanishes exactly when \(b=0\).

## What the theorems say

A `Vec` holds the four upper components of a real vector, and a `Tensor` has two upper indices. The signs `sgn` lower an index in `mdot`, `trace` and `contract`. `Q2 q` is \(Q^2\), `bjorkenX P q` is \(x\), and `transverse P q` is \(R\); the name means orthogonal to \(q\) in the Minkowski product, not spatially perpendicular to the photon's momentum. `hadronic` is the form of \(W\) above, while `quarkTensor` and `scalarTensor` are built from \(p\) and \(p'\) alone.

`callan_gross` takes any numbers \(F_1,F_2\) and says that the spin-half tensor equals `hadronic P q F₁ F₂` if and only if \(F_1=Q^2/2\) and \(F_2=2xF_1\), with the corresponding equivalence for the scalar. Read from right to left it gives the decomposition, and from left to right its uniqueness. `callan_gross_iff_no_scalar` treats the weighted sum, and `kinematics_witness` checks that the opening example meets the three kinematic conditions. These conditions allow \(x>1\), although a physical final state needs \(x\le1\).

The two parton tensors are definitions, standing for the spin-summed Dirac trace up to a factor and for the squared tree-level scalar vertex. Charges, parton densities, the flux factor and the mass-shell delta function are left out, which is why \(F_1\) here grows with \(Q^2\). The step to a real hadron is the assumption that its response is an incoherent sum of such parton tensors. Within that tree-level picture of free, massless, collinear partons, the ratio of \(F_2\) to \(2xF_1\) carries information on the spin of the charged constituents.

## From contractions to equivalences

`mdot_comb` expands products of vectors in the plane of \(P\) and \(q\), and `struck_parton_massless_iff` uses it to fix \(\xi=x\). `contractions` finds the trace and double contraction of any linear combination of \(g\), \(uu\) and \(vv\) by summing over the four components.

In `structure_function_projections`, `hform` puts \(W\) into that shape with \(u=q\) and \(v=R\). The steps `hRR` and `hPR` compute \(R^2\) and \(P\cdot R\), and `field_simp` with `ring` verifies the two projection formulas. Two pairs that give the same tensor have the same projections, which is `structure_functions_unique`.

`mixture_structure_functions` carries the main calculation. Its step `hd` is \(p\cdot p'=Q^2/2\), and `key` verifies the decomposition of the weighted sum component by component, clearing denominators where the derivation above substitutes \(xR\pm\tfrac12q\). Uniqueness then turns the decomposition into an equivalence.

`callan_gross` is the case of weights \((1,0)\) and \((0,1)\). For the last equivalence, `linear_combination` reduces \(F_2=2xF_1\) to \(b\,xQ^2=0\), and \(xQ^2>0\) leaves \(b=0\).
